# The time step that minimizes the mean-square error of a projector Monte Carlo run with bias $c\tau^p$ and variance $s/(C\tau)$

Before a long diffusion Monte Carlo run, the time step has to be set. The computer time fixes the number of steps $C$, and a few short runs give estimates of how the energy drifts with the time step $\tau$ and how strongly it fluctuates. A small $\tau$ keeps the systematic error low, but the walkers then cover little imaginary time and the error bar is wide. A large $\tau$ does the reverse. If the bias is $c\tau^p$ with $c\neq0$ and $p\ge1$, and the variance is $s/(C\tau)$ with $s>0$, exactly one positive step gives the smallest mean-square error, and it can be computed from $c$, $s$, $p$ and $C$.

## Bias and noise at a fixed number of steps

Diffusion Monte Carlo, a projector method, uses an approximate propagator for each short imaginary time $\tau$, so its energy estimate is in general shifted even after infinite sampling. The shift is measured here from the limit $\tau\to0$; errors that remain in that limit, such as the fixed-node error, are not counted. For a method of order $p$ the leading shift is $c\tau^p$. The coefficient $c$ depends on the system, the trial function and the propagator, and it may have either sign.

In Lean, $c$ and $\tau$ are real numbers and $p$ is a natural number.

```lean
import Mathlib

noncomputable section

namespace MonteCarloTimeStep

/-- Time-step bias `c τ^p` of a method of order `p`. -/
def timeStepBias (c : ℝ) (p : ℕ) (τ : ℝ) : ℝ := c * τ ^ p
```

A run of $C$ steps covers the imaginary time $C\tau$. Once this is much longer than the correlation time $\theta$ of the local energy, the variance of the average falls as one over the time covered:

$$\operatorname{Var} = \frac{s}{C\tau}.$$

For a single stationary chain with small steps, $s \approx 2\sigma^2\theta$, where $\sigma^2$ is the variance of the local energy and $\theta$ is the integral of its normalized autocorrelation function from time zero to infinity. So $s$ is a variance multiplied by a time, and not itself a variance.

```lean
/-- Statistical variance `s / (C τ)` of a run of `C` steps of length `τ`,
for `C` and `τ` positive. -/
def samplingVariance (s C τ : ℝ) : ℝ := s / (C * τ)
```

The expected squared deviation from the zero-time-step energy is the squared bias plus the variance:

$$E(\tau) = c^2\tau^{2p} + \frac{s}{C\tau}.$$

```lean
/-- Mean-square error, squared bias plus variance, for `C` and `τ` positive. -/
def meanSquareError (c s C : ℝ) (p : ℕ) (τ : ℝ) : ℝ :=
  timeStepBias c p τ ^ 2 + samplingVariance s C τ
```

The Lean definition takes this sum as the mean-square error; no random variable or Markov chain appears. The budget `C` is a positive real number, and every step is taken to cost the same, whatever its length.

The step from this model to a real run is the assumption that both formulas hold, with constant $c$ and $s$, at the steps being compared. Higher powers of $\tau$ in the bias, or a step comparable to the correlation time, would change $E$. Equilibration is also left out of the budget.

## The balance between bias and variance

Setting the derivative of $E$ to zero gives

$$2p\,c^2\tau^{2p-1} - \frac{s}{C\tau^2} = 0, \qquad\text{so}\qquad 2p\,c^2C\,\tau^{2p+1} = s.$$

For $c\neq 0$, $s, C>0$ and $p\ge 1$, the positive solution is

$$\tau_* = \left(\frac{s}{2p\,c^2C}\right)^{1/(2p+1)}.$$

```lean
/-- The step `(s / (2p c² C))^(1/(2p+1))`, for `c` nonzero and `s`, `C`, `p` positive. -/
def optimalStep (c s C : ℝ) (p : ℕ) : ℝ :=
  (s / (2 * p * c ^ 2 * C)) ^ ((1 : ℝ) / (2 * p + 1))
```

Inserting $\tau_*$ into the error will produce a factor that does not contain $C$. Call it

$$K = (2p+1)\,c^2\left(\frac{s}{2p\,c^2}\right)^{2p/(2p+1)}.$$

```lean
/-- The budget-independent factor `(2p+1) c² (s / (2p c²))^(2p/(2p+1))`,
for `c` nonzero and `s`, `p` positive. -/
def errorPrefactor (c s : ℝ) (p : ℕ) : ℝ :=
  (2 * p + 1) * c ^ 2 * (s / (2 * p * c ^ 2)) ^ ((2 * p : ℝ) / (2 * p + 1))
```

The fractional exponents in `optimalStep` and `errorPrefactor` are real powers, whereas `τ ^ p` is an ordinary integer power. The derivative served only to find the candidate. An inequality between powers will show that it is the minimum, over all positive steps at once.

## A power lies above its tangent line

For positive $x\neq t$ and an integer $m\ge 1$,

$$(m+1)\,t^m x < x^{m+1} + m\,t^{m+1}.$$

This says that $x^{m+1}$ exceeds its tangent at $t$. For $m=1$ it reads $2tx < x^2+t^2$, which is $(x-t)^2>0$. To go from $m$ to $m+1$, multiply the inequality by $x$:

$$(m+1)\,t^m x^2 < x^{m+2} + m\,t^{m+1}x.$$

It follows that

$$x^{m+2} + (m+1)t^{m+2} - (m+2)t^{m+1}x > (m+1)\,t^m(x-t)^2 \ge 0,$$

which is the inequality for $m+1$.

```lean
/-- For positive `x ≠ t` and `m ≥ 1`, the power `x^(m+1)` lies strictly above its
tangent line at `t`. -/
theorem tangent_lt_power {x t : ℝ} (hx : 0 < x) (ht : 0 < t) (hne : x ≠ t)
    (m : ℕ) (hm : 0 < m) :
    (m + 1) * t ^ m * x < x ^ (m + 1) + m * t ^ (m + 1) := by
  have hsq : 0 < (x - t) ^ 2 := by
    have := sub_ne_zero.mpr hne
    positivity
  induction m with
  | zero => exact absurd hm (lt_irrefl 0)
  | succ m ih =>
    rcases Nat.eq_zero_or_pos m with rfl | h
    · norm_num
      nlinarith [hsq]
    · -- multiply the previous inequality by x; the remainder is a square
      have h1 := mul_lt_mul_of_pos_left (ih h) hx
      have h2 : 0 ≤ ((m : ℝ) + 1) * t ^ m * (x - t) ^ 2 := by positivity
      simp only [pow_succ] at h1 ⊢
      push_cast
      nlinarith [h1, h2]
```

The induction in Lean starts at zero, where the hypothesis `hm` rules the case out, and `rcases` then separates the true starting case from the general step. There, `h1` is the inequality multiplied by $x$ and `h2` is the square that remains; `nlinarith` combines them.

## The error at the balanced step

Let $t>0$ satisfy $2p\,c^2C\,t^{2p+1}=s$. Dividing by $Ct$ gives

$$\frac{s}{Ct} = 2p\,c^2t^{2p} = 2p\,(c\,t^p)^2.$$

The variance is therefore $2p$ times the squared bias.

```lean
/-- At a positive step `t` with `2p c² C t^(2p+1) = s` and a nonzero budget `C`, the variance
is `2p` times the squared bias. -/
theorem variance_eq_bias_sq {c s C t : ℝ} {p : ℕ} (hC : C ≠ 0) (ht : 0 < t)
    (hb : 2 * p * c ^ 2 * C * t ^ (2 * p + 1) = s) :
    samplingVariance s C t = 2 * p * timeStepBias c p t ^ 2 := by
  rw [samplingVariance, timeStepBias, div_eq_iff (mul_ne_zero hC ht.ne')]
  linear_combination -hb
```

Adding the squared bias gives the total:

$$E(t) = (2p+1)\,c^2t^{2p}.$$

```lean
/-- At a positive step `t` with `2p c² C t^(2p+1) = s` and a nonzero budget `C`, the
mean-square error is `(2p+1) c² t^(2p)`. -/
theorem error_at_balance {c s C t : ℝ} {p : ℕ} (hC : C ≠ 0) (ht : 0 < t)
    (hb : 2 * p * c ^ 2 * C * t ^ (2 * p + 1) = s) :
    meanSquareError c s C p t = (2 * p + 1) * c ^ 2 * t ^ (2 * p) := by
  rw [meanSquareError, variance_eq_bias_sq hC ht hb, timeStepBias]
  ring
```

In both statements `hb` is the balance relation. The first proof clears the denominator and uses `hb` once; the second substitutes the first and collects terms.

For a first-order method the absolute value of the bias at the optimum is $1/\sqrt2$ of the statistical standard error, about 71 per cent. A single run tuned in this way thus has a bias comparable to its error bar, and the error bar alone understates the total error.

## Every other step is worse

Take any other step $\tau>0$. The balance relation removes $s$ and $C$ from the variance:

$$\frac{s}{C\tau} = \frac{2p\,c^2t^{2p+1}}{\tau}, \qquad E(\tau) = \frac{c^2\left(\tau^{2p+1}+2p\,t^{2p+1}\right)}{\tau}.$$

The tangent inequality with $m=2p$ and $x=\tau$, multiplied by $c^2>0$, gives

$$\tau\,E(t) = (2p+1)\,c^2t^{2p}\tau < c^2\left(\tau^{2p+1}+2p\,t^{2p+1}\right) = \tau\,E(\tau).$$

Division by $\tau$ yields $E(t)<E(\tau)$.

```lean
/-- For `c ≠ 0`, `C > 0` and `p ≥ 1`, a positive step `t` with `2p c² C t^(2p+1) = s` has a
strictly smaller mean-square error than any other positive step. -/
theorem error_lt_of_ne {c s C t τ : ℝ} {p : ℕ} (hc : c ≠ 0) (hC : 0 < C) (hp : 0 < p)
    (ht : 0 < t) (hb : 2 * p * c ^ 2 * C * t ^ (2 * p + 1) = s)
    (hτ : 0 < τ) (hne : τ ≠ t) :
    meanSquareError c s C p t < meanSquareError c s C p τ := by
  have hv : s / (C * τ) = 2 * p * c ^ 2 * t ^ (2 * p + 1) / τ := by
    rw [div_eq_div_iff (mul_pos hC hτ).ne' hτ.ne']
    linear_combination (-τ) * hb
  -- the error at τ over the common denominator τ
  have he : meanSquareError c s C p τ
      = c ^ 2 * (τ ^ (2 * p + 1) + 2 * p * t ^ (2 * p + 1)) / τ := by
    rw [meanSquareError, samplingVariance, timeStepBias, hv, eq_div_iff hτ.ne', add_mul,
      div_mul_cancel₀ _ hτ.ne']
    ring
  rw [error_at_balance hC.ne' ht hb, he, lt_div_iff₀ hτ]
  have hc2 : 0 < c ^ 2 := by positivity
  have h := tangent_lt_power hτ ht hne (2 * p) (by omega)
  push_cast at h
  have h' := mul_lt_mul_of_pos_left h hc2
  linarith
```

The two displayed identities are `hv` and `he`. After `lt_div_iff₀` has moved the denominator across, what remains is the tangent inequality times $c^2$.

It remains to check that $\tau_*$ is a balanced step. It is positive, being a real power of a positive number, and

$$\tau_*^{2p+1} = \left(\frac{s}{2p\,c^2C}\right)^{(2p+1)/(2p+1)} = \frac{s}{2p\,c^2C}.$$

Multiplying by $2p\,c^2C$ recovers the balance relation, so the preceding results apply with $t=\tau_*$.

```lean
/-- For `c ≠ 0`, `s, C > 0` and `p ≥ 1`, the optimal step `τ` is positive, satisfies
`τ^(2p+1) = s / (2p c² C)`, is the unique minimizer of the mean-square error among positive
steps, and gives the error `(2p+1) c² τ^(2p)`. -/
theorem optimal_time_step {c s C : ℝ} {p : ℕ} (hc : c ≠ 0) (hs : 0 < s) (hC : 0 < C)
    (hp : 0 < p) :
    0 < optimalStep c s C p ∧
    optimalStep c s C p ^ (2 * p + 1) = s / (2 * p * c ^ 2 * C) ∧
    (∀ τ, 0 < τ → τ ≠ optimalStep c s C p →
      meanSquareError c s C p (optimalStep c s C p) < meanSquareError c s C p τ) ∧
    meanSquareError c s C p (optimalStep c s C p)
      = (2 * p + 1) * c ^ 2 * optimalStep c s C p ^ (2 * p) := by
  have hd : 0 < 2 * (p : ℝ) * c ^ 2 * C := by positivity
  have root : ∀ a : ℝ, 0 < a → (a ^ ((1 : ℝ) / (2 * p + 1))) ^ (2 * p + 1) = a := by
    intro a ha
    rw [← Real.rpow_natCast, ← Real.rpow_mul ha.le]
    push_cast
    rw [one_div_mul_cancel (by positivity), Real.rpow_one]
  have hpos : 0 < optimalStep c s C p := Real.rpow_pos_of_pos (div_pos hs hd) _
  have hpow : optimalStep c s C p ^ (2 * p + 1) = s / (2 * p * c ^ 2 * C) :=
    root _ (div_pos hs hd)
  have hb : 2 * p * c ^ 2 * C * optimalStep c s C p ^ (2 * p + 1) = s := by
    rw [hpow, mul_div_cancel₀ _ hd.ne']
  exact ⟨hpos, hpow, fun τ hτ hne => error_lt_of_ne hc hC hp hpos hb hτ hne,
    error_at_balance hC.ne' hpos hb⟩
```

The theorem `optimal_time_step` has four parts: the step is positive, its power $2p+1$ has the stated value, every other positive step has a strictly larger error, and the least error is $(2p+1)c^2\tau_*^{2p}$. The strict inequality makes the minimizer unique. Inside the proof, `root` is the cancellation of exponents and `hb` is the balance relation.

The hypotheses $c\neq0$ and $p\ge1$ give the bias a dependence on $\tau$. If $c=0$ or $p=0$, the bias is constant, the error keeps falling as $\tau$ grows, and there is no minimizer.

## How the least error falls with the budget

Write $A=s/(2p\,c^2)$, so that $\tau_*=(A/C)^{1/(2p+1)}$. Then

$$\tau_*^{2p} = A^{2p/(2p+1)}\,C^{-2p/(2p+1)},$$

and the least error becomes

$$E(\tau_*) = (2p+1)\,c^2A^{2p/(2p+1)}\,C^{-2p/(2p+1)} = K\,C^{-2p/(2p+1)}.$$

```lean
/-- For `c ≠ 0`, `s, C > 0` and `p ≥ 1`, the least mean-square error over positive steps is
the budget-independent prefactor times `C^(-2p/(2p+1))`. -/
theorem least_error_scaling {c s C : ℝ} {p : ℕ} (hc : c ≠ 0) (hs : 0 < s) (hC : 0 < C)
    (hp : 0 < p) :
    IsLeast (meanSquareError c s C p '' Set.Ioi 0)
      (errorPrefactor c s p * C ^ (-((2 * p : ℝ) / (2 * p + 1)))) := by
  obtain ⟨hpos, -, hmin, hval⟩ := optimal_time_step hc hs hC hp
  have split : ∀ A : ℝ, 0 < A → ((A / C) ^ ((1 : ℝ) / (2 * p + 1))) ^ (2 * p)
      = A ^ ((2 * p : ℝ) / (2 * p + 1)) * C ^ (-((2 * p : ℝ) / (2 * p + 1))) := by
    intro A hA
    rw [← Real.rpow_natCast, ← Real.rpow_mul (div_pos hA hC).le, Real.rpow_neg hC.le,
      ← div_eq_mul_inv, ← Real.div_rpow hA.le hC.le]
    congr 1
    push_cast
    ring
  have heq : meanSquareError c s C p (optimalStep c s C p)
      = errorPrefactor c s p * C ^ (-((2 * p : ℝ) / (2 * p + 1))) := by
    rw [hval, optimalStep, ← div_div, split _ (by positivity), errorPrefactor]
    ring
  rw [← heq]
  refine ⟨⟨_, hpos, rfl⟩, ?_⟩
  rintro _ ⟨τ, hτ, rfl⟩
  by_cases h : τ = optimalStep c s C p
  · rw [h]
  · exact (hmin τ hτ h).le
```

Here `Set.Ioi 0` is the set of positive steps, and its image under `meanSquareError c s C p` is the set of errors that they can produce. `IsLeast` says that the stated value belongs to this set and that no member lies below it. The auxiliary fact `split` separates the powers of $A$ and $C$, and `heq` identifies the two forms of the least error.

The smallest order, $p=1$, gives an error proportional to $C^{-2/3}$. Its square root, the root-mean-square error, falls only as $C^{-1/3}$, compared with $C^{-1/2}$ for pure sampling noise at a fixed step. As $p$ increases, the exponent $2p/(2p+1)$ approaches 1, the value for an unbiased average.

## The budget needed for a target error

Suppose that the mean-square error must not exceed $\varepsilon>0$. Some positive step achieves this exactly when the least error does, so the condition on $C$ is

$$K\,C^{-2p/(2p+1)} \le \varepsilon \iff \frac{K}{\varepsilon} \le C^{2p/(2p+1)} \iff \left(\frac{K}{\varepsilon}\right)^{(2p+1)/(2p)} \le C.$$

The left side of the last inequality is the least sufficient budget.

```lean
/-- For `c ≠ 0`, `s > 0`, `p ≥ 1` and a target `ε > 0`, the least positive budget with which
some positive step brings the mean-square error down to `ε` is `(K/ε)^((2p+1)/(2p))`, where
`K` is the error prefactor. -/
theorem least_budget {c s ε : ℝ} {p : ℕ} (hc : c ≠ 0) (hs : 0 < s) (hp : 0 < p)
    (hε : 0 < ε) :
    IsLeast {C : ℝ | 0 < C ∧ ∃ τ, 0 < τ ∧ meanSquareError c s C p τ ≤ ε}
      ((errorPrefactor c s p / ε) ^ ((2 * p + 1 : ℝ) / (2 * p))) := by
  have hK : 0 < errorPrefactor c s p := by
    unfold errorPrefactor
    positivity
  have ha : 0 < (2 * p : ℝ) / (2 * p + 1) := by positivity
  have key : ∀ C : ℝ, 0 < C → ((∃ τ, 0 < τ ∧ meanSquareError c s C p τ ≤ ε) ↔
      (errorPrefactor c s p / ε) ^ ((2 * p + 1 : ℝ) / (2 * p)) ≤ C) := by
    intro C hC
    obtain ⟨⟨t, ht, hte⟩, hlow⟩ := least_error_scaling hc hs hC hp
    -- the target is reachable exactly when the least error does not exceed it
    have h1 : (∃ τ, 0 < τ ∧ meanSquareError c s C p τ ≤ ε) ↔
        errorPrefactor c s p * C ^ (-((2 * p : ℝ) / (2 * p + 1))) ≤ ε :=
      ⟨fun ⟨τ, hτ, h⟩ => (hlow ⟨τ, hτ, rfl⟩).trans h, fun h => ⟨t, ht, hte.le.trans h⟩⟩
    rw [h1, ← inv_div (2 * p : ℝ) (2 * p + 1),
      Real.rpow_inv_le_iff_of_pos (div_pos hK hε).le hC.le ha, Real.rpow_neg hC.le,
      ← div_eq_mul_inv, div_le_iff₀ (Real.rpow_pos_of_pos hC _), div_le_iff₀ hε, mul_comm ε]
  have hpos := Real.rpow_pos_of_pos (div_pos hK hε) ((2 * p + 1 : ℝ) / (2 * p))
  exact ⟨⟨hpos, (key _ hpos).2 le_rfl⟩, fun C h => (key C h.1).1 h.2⟩

end MonteCarloTimeStep
```

```lean
#print axioms MonteCarloTimeStep.optimal_time_step
-- 'MonteCarloTimeStep.optimal_time_step' depends on axioms: [propext, Classical.choice, Quot.sound]
#print axioms MonteCarloTimeStep.least_budget
-- 'MonteCarloTimeStep.least_budget' depends on axioms: [propext, Classical.choice, Quot.sound]
```

The set in `least_budget` contains the positive budgets for which at least one positive step meets the target. In the proof, `h1` replaces the existence of such a step by the condition on the least error, and `key` carries out the chain of equivalences. Since `C` is real, an actual run rounds the answer up to a whole number of steps.

For diffusion Monte Carlo without extrapolation in the time step, and within this two-term error model, halving the root-mean-square error costs a factor of $2^{(2p+1)/p}$ in steps when the time step is optimal for each budget. That is 8 for a first-order method and about 5.7 for a second-order one.

## A first-order run in numbers

Take $p=1$, with energies in hartree and times in inverse hartree, and the illustrative values $c=0.1$, $s=2$ and $C=10^5$. The optimal step satisfies

$$\tau_*^3 = \frac{2}{2\cdot 0.01\cdot 10^5} = 10^{-3}, \qquad \tau_*=0.1.$$

The squared bias is $(0.1\cdot0.1)^2=1\times10^{-4}$ and the variance is $2/(10^5\cdot0.1)=2\times10^{-4}$, in the ratio $1:2$ that the balance requires. Their sum is $3\times10^{-4}$. The neighbouring choices do worse:

| $\tau$ | squared bias | variance | mean-square error |
|---|---|---|---|
| 0.05 | $0.25\times10^{-4}$ | $4\times10^{-4}$ | $4.25\times10^{-4}$ |
| 0.1 | $1\times10^{-4}$ | $2\times10^{-4}$ | $3\times10^{-4}$ |
| 0.2 | $4\times10^{-4}$ | $1\times10^{-4}$ | $5\times10^{-4}$ |

With eight times the budget, $C=8\times10^5$, the optimal step halves to $0.05$. The squared bias is then $0.25\times10^{-4}$ and the variance $0.5\times10^{-4}$. The total, $0.75\times10^{-4}$, is a quarter of the earlier error, so the root-mean-square error has halved.
